# With frequencies screened above the gaps, a two-mode ring energy is smaller in size than a bare-gap ladder energy at weak coupling

At zero coupling, an energy per squared coupling reads 0/0. At very small coupling, a computer subtracts two nearly equal frequencies and divides the result by a tiny number, so rounding error can swamp the answer. Rewriting the differences of square roots avoids both problems and lets the ring and ladder channels be compared.

The model has two excitations with bare gaps Da, Db > 0 and a real coupling x between them. All quantities are real numbers in consistent units.

```lean
import Mathlib

open Filter Topology

namespace LadderRingWeakCoupling

noncomputable section
```

## Two matrices and their modes

In this model the ladder, or particle-particle, channel sees only the total gap s = Da + Db. A full particle-particle RPA would also put interactions within the particle pair and within the hole pair on the diagonal; they are left out here. The model's ladder matrix has rows (s/2, x) and (−x, −s/2), with the sign change typical of RPA equations.

```lean
/-- The particle-particle (ladder) matrix for total gap `s` and coupling `x`. -/
def ladderMatrix (s x : ℝ) : Matrix (Fin 2) (Fin 2) ℝ :=
  !![s / 2, x; -x, -(s / 2)]
```

In the ring channel each excitation also responds to its own induced density. A repulsive response raises its frequency above the gap, giving wa > Da and wb > Db. These screened frequencies stay fixed as x varies. The matrix of squared frequencies has diagonal wa², wb² and off-diagonal element 2x√(Da·Db).

```lean
/-- The ring matrix of squared frequencies: two screened excitations coupled by `x`. -/
def ringMatrix (Da Db wa wb x : ℝ) : Matrix (Fin 2) (Fin 2) ℝ :=
  !![wa ^ 2, 2 * x * √(Da * Db); 2 * x * √(Da * Db), wb ^ 2]
```

The ladder secular equation is E² = s²/4 − x², so the nonnegative mode is

q = √(s²/4 − x²).

```lean
/-- The ladder mode energy in closed form. -/
def ladderMode (s x : ℝ) : ℝ := √(s ^ 2 / 4 - x ^ 2)
```

For ring frequencies O1 and O2, the determinant gives O1²·O2² = wa²·wb² − 4x²·Da·Db. Their product is therefore

R = √(wa²·wb² − 4x²·Da·Db).

```lean
/-- The product of the two ring mode frequencies in closed form. -/
def ringModeProduct (Da Db wa wb x : ℝ) : ℝ :=
  √(wa ^ 2 * wb ^ 2 - 4 * x ^ 2 * (Da * Db))
```

The trace gives O1² + O2² = wa² + wb². Adding 2R completes the square (O1 + O2)², so the sum is

S = √(wa² + wb² + 2R).

```lean
/-- The sum of the two ring mode frequencies in closed form. -/
def ringModeSum (Da Db wa wb x : ℝ) : ℝ :=
  √(wa ^ 2 + wb ^ 2 + 2 * ringModeProduct Da Db wa wb x)
```

The ladder energy is the mode shift per squared coupling, (q − s/2)/x².

```lean
/-- The ladder energy per squared coupling: the shift of the ladder mode over `x ^ 2`. -/
def ladderEnergy (s x : ℝ) : ℝ := (ladderMode s x - s / 2) / x ^ 2
```

The ring energy takes half the shift of the summed frequencies, (S − wa − wb)/(2x²). It is measured from the screened modes, so it excludes the energy of screening itself.

```lean
/-- The ring energy per squared coupling: half the shift of the summed frequencies
over `x ^ 2`. -/
def ringEnergy (Da Db wa wb x : ℝ) : ℝ :=
  (ringModeSum Da Db wa wb x - wa - wb) / (2 * x ^ 2)
```

## From secular determinants to square roots

Expanding the ladder determinant gives

det(M − E·1) = E² − (s²/4 − x²).

When x² ≤ s²/4, a nonnegative E is therefore a root exactly when E = q. The proof expands the determinant and takes the nonnegative root.

```lean
/-- For `x ^ 2 ≤ s ^ 2 / 4`, a nonnegative energy solves the ladder secular equation
exactly when it is the ladder mode energy. -/
theorem ladder_secular {s x E : ℝ} (h : x ^ 2 ≤ s ^ 2 / 4) (hE : 0 ≤ E) :
    (ladderMatrix s x - E • (1 : Matrix (Fin 2) (Fin 2) ℝ)).det = 0 ↔
      E = ladderMode s x := by
  have hd : (ladderMatrix s x - E • (1 : Matrix (Fin 2) (Fin 2) ℝ)).det
      = E ^ 2 - (s ^ 2 / 4 - x ^ 2) := by
    rw [Matrix.det_fin_two]
    simp [ladderMatrix]
    ring
  rw [hd]
  unfold ladderMode
  constructor
  · intro h0
    have h1 : s ^ 2 / 4 - x ^ 2 = E ^ 2 := by linarith
    rw [h1, Real.sqrt_sq hE]
  · intro h0
    rw [h0, Real.sq_sqrt (by linarith)]
    ring
```

For the ring matrix N,

det(t·1 − N) = t² − (wa² + wb²)t + wa²·wb² − 4x²·Da·Db.

The theorem assumes that this equals (t − O1²)(t − O2²) for every t, with O1, O2 ≥ 0. Comparing values at t = 0 and t = 1 recovers the product and sum.

```lean
/-- Let `0 ≤ Da * Db`. If the squares of two nonnegative frequencies are the roots of the ring
secular polynomial, their product and sum are given by the closed forms. -/
theorem ring_secular {Da Db wa wb x O1 O2 : ℝ} (hD : 0 ≤ Da * Db)
    (h1 : 0 ≤ O1) (h2 : 0 ≤ O2)
    (h : ∀ t : ℝ, (t • (1 : Matrix (Fin 2) (Fin 2) ℝ) - ringMatrix Da Db wa wb x).det
      = (t - O1 ^ 2) * (t - O2 ^ 2)) :
    O1 * O2 = ringModeProduct Da Db wa wb x ∧ O1 + O2 = ringModeSum Da Db wa wb x := by
  have hd : ∀ t : ℝ,
      (t • (1 : Matrix (Fin 2) (Fin 2) ℝ) - ringMatrix Da Db wa wb x).det
      = t ^ 2 - (wa ^ 2 + wb ^ 2) * t + (wa ^ 2 * wb ^ 2 - 4 * x ^ 2 * (Da * Db)) := by
    intro t
    have hs := Real.mul_self_sqrt hD
    rw [Matrix.det_fin_two]
    simp [ringMatrix, -Real.sqrt_mul_self]
    linear_combination (-4 * x ^ 2) * hs
  -- compare determinant and trace through the values at 0 and 1
  have e0 := h 0
  have e1 := h 1
  rw [hd] at e0 e1
  have hp : wa ^ 2 * wb ^ 2 - 4 * x ^ 2 * (Da * Db) = (O1 * O2) ^ 2 := by
    linear_combination e0
  have hsum : wa ^ 2 + wb ^ 2 = O1 ^ 2 + O2 ^ 2 := by
    linear_combination e0 - e1
  have hprod : O1 * O2 = ringModeProduct Da Db wa wb x := by
    unfold ringModeProduct
    rw [hp, Real.sqrt_sq (mul_nonneg h1 h2)]
  refine ⟨hprod, ?_⟩
  unfold ringModeSum
  rw [← hprod, hsum, show O1 ^ 2 + O2 ^ 2 + 2 * (O1 * O2) = (O1 + O2) ^ 2 by ring,
    Real.sqrt_sq (add_nonneg h1 h2)]
```

## Removing the small denominator

When x² ≤ s²/4, multiplying the ladder shift by its conjugate gives (q − s/2)(q + s/2) = −x². Hence, for x ≠ 0 in this range,

(q − s/2)/x² = −1/(q + s/2).

In Lean, `linear_combination hq` supplies this identity after cross-multiplication.

```lean
/-- For `0 < s` and nonzero `x` with `x ^ 2 ≤ s ^ 2 / 4`, the ladder energy written without a small
denominator. -/
theorem ladderEnergy_eq {s x : ℝ} (hs : 0 < s) (hx : x ≠ 0) (h : x ^ 2 ≤ s ^ 2 / 4) :
    ladderEnergy s x = -1 / (ladderMode s x + s / 2) := by
  have hq : ladderMode s x ^ 2 = s ^ 2 / 4 - x ^ 2 := Real.sq_sqrt (sub_nonneg.2 h)
  have hn : 0 ≤ ladderMode s x := Real.sqrt_nonneg _
  have hne : ladderMode s x + s / 2 ≠ 0 := by positivity
  unfold ladderEnergy
  rw [div_eq_div_iff (pow_ne_zero 2 hx) hne]
  linear_combination hq
```

For the ring, take x ≠ 0 with 4x²·Da·Db ≤ wa²·wb² and use two conjugates:

S² − (wa + wb)² = 2(R − wa·wb)
R² − (wa·wb)² = −4x²·Da·Db.

Together they turn the energy into

−4·Da·Db / ((R + wa·wb)(S + wa + wb)).

The final `linear_combination` combines the same two identities, `hS` and `hR`.

```lean
/-- For positive `wa`, `wb` and nonzero `x` with `4 * x ^ 2 * (Da * Db) ≤ wa ^ 2 * wb ^ 2`, the ring
energy written without a small denominator. -/
theorem ringEnergy_eq {Da Db wa wb x : ℝ} (ha : 0 < wa) (hb : 0 < wb) (hx : x ≠ 0)
    (h : 4 * x ^ 2 * (Da * Db) ≤ wa ^ 2 * wb ^ 2) :
    ringEnergy Da Db wa wb x = -(4 * (Da * Db)) /
      ((ringModeProduct Da Db wa wb x + wa * wb) *
        (ringModeSum Da Db wa wb x + wa + wb)) := by
  have hR : ringModeProduct Da Db wa wb x ^ 2
      = wa ^ 2 * wb ^ 2 - 4 * x ^ 2 * (Da * Db) := Real.sq_sqrt (sub_nonneg.2 h)
  have hR0 : 0 ≤ ringModeProduct Da Db wa wb x := Real.sqrt_nonneg _
  have hS : ringModeSum Da Db wa wb x ^ 2
      = wa ^ 2 + wb ^ 2 + 2 * ringModeProduct Da Db wa wb x :=
    Real.sq_sqrt (by positivity)
  have hS0 : 0 ≤ ringModeSum Da Db wa wb x := Real.sqrt_nonneg _
  have hne : (ringModeProduct Da Db wa wb x + wa * wb) *
      (ringModeSum Da Db wa wb x + wa + wb) ≠ 0 := by positivity
  unfold ringEnergy
  rw [div_eq_div_iff (mul_ne_zero two_ne_zero (pow_ne_zero 2 hx)) hne]
  linear_combination (ringModeProduct Da Db wa wb x + wa * wb) * hS + 2 * hR
```

## The limits and their order

As x → 0, q → s/2, and the ladder energy tends to −1/s. The filter `𝓝[≠] 0` means that x approaches zero from either side without equalling it. Continuity gives the limit of the rewritten form, which agrees with the energy once x² < s²/4.

```lean
/-- At vanishing coupling the ladder energy tends to minus the inverse total gap. -/
theorem ladderEnergy_tendsto {s : ℝ} (hs : 0 < s) :
    Tendsto (ladderEnergy s) (𝓝[≠] 0) (𝓝 (-1 / s)) := by
  have h0 : ladderMode s 0 = s / 2 := by
    unfold ladderMode
    rw [show s ^ 2 / 4 - (0 : ℝ) ^ 2 = (s / 2) ^ 2 by ring, Real.sqrt_sq (half_pos hs).le]
  have hL : Continuous (ladderMode s) := by
    unfold ladderMode
    fun_prop
  have hne : ladderMode s 0 + s / 2 ≠ 0 := by
    rw [h0, add_halves]
    exact hs.ne'
  have hc : ContinuousAt (fun x => -1 / (ladderMode s x + s / 2)) 0 :=
    ContinuousAt.div continuousAt_const (hL.add continuous_const).continuousAt hne
  have ht := hc.tendsto.mono_left (nhdsWithin_le_nhds (s := {(0 : ℝ)}ᶜ))
  simp only [h0, add_halves] at ht
  -- the ladder mode is real for all small couplings
  have hz : Tendsto (fun x : ℝ => x ^ 2) (𝓝 0) (𝓝 0) :=
    Continuous.tendsto' (by fun_prop) 0 0 (by simp)
  have hev := hz.eventually_lt_const (show 0 < s ^ 2 / 4 by positivity)
  refine ht.congr' ?_
  filter_upwards [nhdsWithin_le_nhds hev, self_mem_nhdsWithin] with x hx hxne
  exact (ladderEnergy_eq hs hxne (le_of_lt hx)).symm
```

Likewise R → wa·wb and S → wa + wb, so the ring energy tends to

−4·Da·Db / (2wa·wb · 2(wa + wb)) = −Da·Db / (wa·wb(wa + wb)).

```lean
/-- At vanishing coupling the ring energy tends to `-Da Db / (wa wb (wa + wb))`. -/
theorem ringEnergy_tendsto (Da Db : ℝ) {wa wb : ℝ} (ha : 0 < wa) (hb : 0 < wb) :
    Tendsto (ringEnergy Da Db wa wb) (𝓝[≠] 0)
      (𝓝 (-(Da * Db) / (wa * wb * (wa + wb)))) := by
  have hR0 : ringModeProduct Da Db wa wb 0 = wa * wb := by
    unfold ringModeProduct
    rw [show wa ^ 2 * wb ^ 2 - 4 * (0 : ℝ) ^ 2 * (Da * Db) = (wa * wb) ^ 2 by ring,
      Real.sqrt_sq (mul_pos ha hb).le]
  have hS0 : ringModeSum Da Db wa wb 0 = wa + wb := by
    unfold ringModeSum
    rw [hR0, show wa ^ 2 + wb ^ 2 + 2 * (wa * wb) = (wa + wb) ^ 2 by ring,
      Real.sqrt_sq (add_pos ha hb).le]
  have hR : Continuous (ringModeProduct Da Db wa wb) := by
    unfold ringModeProduct
    fun_prop
  have hS : Continuous (ringModeSum Da Db wa wb) := by
    unfold ringModeSum
    fun_prop
  have hne : (ringModeProduct Da Db wa wb 0 + wa * wb) *
      (ringModeSum Da Db wa wb 0 + wa + wb) ≠ 0 := by
    rw [hR0, hS0]
    positivity
  have hc : ContinuousAt (fun x => -(4 * (Da * Db)) /
      ((ringModeProduct Da Db wa wb x + wa * wb) *
        (ringModeSum Da Db wa wb x + wa + wb))) 0 :=
    ContinuousAt.div continuousAt_const
      ((hR.add continuous_const).mul
        ((hS.add continuous_const).add continuous_const)).continuousAt hne
  have ht := hc.tendsto.mono_left (nhdsWithin_le_nhds (s := {(0 : ℝ)}ᶜ))
  have hv : -(4 * (Da * Db)) / ((wa * wb + wa * wb) * (wa + wb + wa + wb))
      = -(Da * Db) / (wa * wb * (wa + wb)) := by
    rw [show (wa * wb + wa * wb) * (wa + wb + wa + wb)
      = 4 * (wa * wb * (wa + wb)) by ring, neg_div, neg_div,
      mul_div_mul_left _ _ (four_ne_zero)]
  rw [hR0, hS0, hv] at ht
  -- the ring modes are real for all small couplings
  have hz : Tendsto (fun x : ℝ => 4 * x ^ 2 * (Da * Db)) (𝓝 0) (𝓝 0) :=
    Continuous.tendsto' (by fun_prop) 0 0 (by simp)
  have hev := hz.eventually_lt_const (show 0 < wa ^ 2 * wb ^ 2 by positivity)
  refine ht.congr' ?_
  filter_upwards [nhdsWithin_le_nhds hev, self_mem_nhdsWithin] with x hx hxne
  exact (ringEnergy_eq ha hb hxne (le_of_lt hx)).symm
```

Since Da·Db < wa·wb and Da + Db < wa + wb, multiplication gives

Da·Db(Da + Db) < wa·wb(wa + wb).

The ring limit is therefore strictly smaller in size. The theorem states both limits and this inequality.

```lean
/-- For screened frequencies above the gaps, the ladder and ring energies have the stated
weak-coupling limits, and the ring limit is strictly smaller in size. -/
theorem weak_coupling_limits {Da Db wa wb : ℝ} (hDa : 0 < Da) (hDb : 0 < Db)
    (ha : Da < wa) (hb : Db < wb) :
    Tendsto (ladderEnergy (Da + Db)) (𝓝[≠] 0) (𝓝 (-1 / (Da + Db))) ∧
    Tendsto (ringEnergy Da Db wa wb) (𝓝[≠] 0)
      (𝓝 (-(Da * Db) / (wa * wb * (wa + wb)))) ∧
    |-(Da * Db) / (wa * wb * (wa + wb))| < |-1 / (Da + Db)| := by
  have hwa : 0 < wa := hDa.trans ha
  have hwb : 0 < wb := hDb.trans hb
  refine ⟨ladderEnergy_tendsto (add_pos hDa hDb), ringEnergy_tendsto Da Db hwa hwb, ?_⟩
  have hp : 0 < Da * Db / (wa * wb * (wa + wb)) := by positivity
  have hq : 0 < 1 / (Da + Db) := by positivity
  rw [neg_div, neg_div, abs_neg, abs_neg, abs_of_pos hp, abs_of_pos hq,
    div_lt_div_iff₀ (by positivity) (by positivity), one_mul]
  -- screening raises each factor
  have h1 : Da * Db < wa * wb := mul_lt_mul'' ha hb hDa.le hDb.le
  exact mul_lt_mul'' h1 (add_lt_add ha hb) (by positivity) (by positivity)
```

A strict inequality between limits also holds between the energies close enough to the limit. Here `∀ᶠ` means "for all sufficiently small nonzero x"; no explicit radius is given.

```lean
/-- For screened frequencies above the gaps, the ring energy is smaller in size than the
ladder energy at every sufficiently small nonzero coupling. -/
theorem ring_smaller_than_ladder {Da Db wa wb : ℝ} (hDa : 0 < Da) (hDb : 0 < Db)
    (ha : Da < wa) (hb : Db < wb) :
    ∀ᶠ x in 𝓝[≠] (0 : ℝ), |ringEnergy Da Db wa wb x| < |ladderEnergy (Da + Db) x| := by
  obtain ⟨hl, hr, hlt⟩ := weak_coupling_limits hDa hDb ha hb
  exact hr.abs.eventually_lt hl.abs hlt
```

If wa = Da and wb = Db, the ring limit becomes −Da·Db/(Da·Db(Da + Db)) = −1/(Da + Db), the ladder value.

```lean
/-- With unscreened frequencies, equal to the gaps, the ring energy tends to minus the
inverse total gap. -/
theorem unscreened_ring_limit {Da Db : ℝ} (hDa : 0 < Da) (hDb : 0 < Db) :
    Tendsto (ringEnergy Da Db Da Db) (𝓝[≠] 0) (𝓝 (-1 / (Da + Db))) := by
  have h := ringEnergy_tendsto Da Db hDa hDb
  have e : -(Da * Db) / (Da * Db * (Da + Db)) = -1 / (Da + Db) := by
    rw [div_eq_div_iff (by positivity) (by positivity)]
    ring
  rwa [e] at h

end

end LadderRingWeakCoupling
```

```lean
#print axioms LadderRingWeakCoupling.ladder_secular
#print axioms LadderRingWeakCoupling.ring_secular
#print axioms LadderRingWeakCoupling.ring_smaller_than_ladder
#print axioms LadderRingWeakCoupling.unscreened_ring_limit
```

```
'LadderRingWeakCoupling.ladder_secular' depends on axioms: [propext, Classical.choice, Quot.sound]
'LadderRingWeakCoupling.ring_secular' depends on axioms: [propext, Classical.choice, Quot.sound]
'LadderRingWeakCoupling.ring_smaller_than_ladder' depends on axioms: [propext, Classical.choice, Quot.sound]
'LadderRingWeakCoupling.unscreened_ring_limit' depends on axioms: [propext, Classical.choice, Quot.sound]
```

## What depends on fixed screening

In this two-excitation model with fixed frequencies, the ring–ladder difference at second order in x comes from screening alone. Second order in x is not second order in the electron interaction, because the fixed frequencies already contain the response of each excitation to its own induced density. The matrices are postulated, not derived from a many-electron Hamiltonian.

If the whole interaction were weakened together, the screening would vanish along with x, so that wa → Da and wb → Db. Both energies would then tend to −1/(Da + Db), and the strict gap between the limits would vanish.

The same comparison of products would give a reversed inequality for an attractive response, with 0 < wa < Da and 0 < wb < Db: the ring limit would be the larger in size.
